# Rescaling a basis function on one atom can change that atom's Löwdin population

The Löwdin population of an atom is tr(A S^(1/2) P S^(1/2)), where S is the overlap matrix, P the density matrix and A the projector onto the atom's basis functions. The lemma takes two atoms with one real, unnormalised function each, and shows that multiplying the first function by ten changes the first atom's population from 1 to 4, with S and P transformed to match. Since tr(PS) = 5 in both bases, these are 1/5 and 4/5 once the density is normalised to one electron. The lemma also states that S is positive definite and that the rescaling is invertible and commutes with the atom's projector. The proof identifies both square roots by giving positive definite matrices with the right squares, finds the inverse of the rescaling, and computes the traces from the entries.

This version doesn't compile in Lean 4 with Mathlib:

```lean
import Mathlib

open Matrix
open scoped MatrixOrder

noncomputable section

namespace PopulationInvariance

variable {n ι : Type*} [Fintype n] [DecidableEq n] [DecidableEq ι]

/-- The projector onto the basis functions centred on atom `a`: a diagonal matrix of
zeros and ones. -/
def atomProjector (atom : n → ι) (a : ι) : Matrix n n ℝ :=
  Matrix.diagonal fun μ => if atom μ = a then 1 else 0

/-- The Löwdin population `tr (A S^(1/2) P S^(1/2))` of atom `a`, for a positive
semidefinite overlap matrix `S`. -/
def lowdin (atom : n → ι) (a : ι) (S P : Matrix n n ℝ) : ℝ :=
  (atomProjector atom a * CFC.sqrt S * P * CFC.sqrt S).trace

/-- A real symmetric two-by-two matrix with positive leading entry and positive determinant
is positive definite. -/
theorem posDef_two {a b c : ℝ} (ha : 0 < a) (hd : b * b < a * c) :
    (!![a, b; b, c] : Matrix (Fin 2) (Fin 2) ℝ).PosDef := by
  rw [Matrix.posDef_iff_dotProduct_mulVec]
  refine ⟨Matrix.IsHermitian.ext fun i j => by fin_cases i <;> fin_cases j <;> simp, ?_⟩
  intro x hx
  have e : star x ⬝ᵥ (!![a, b; b, c] *ᵥ x)
      = a * x 0 ^ 2 + 2 * b * x 0 * x 1 + c * x 1 ^ 2 := by
    simp [Matrix.mulVec, dotProduct, Fin.sum_univ_two]
    ring
  rw [e]
  by_cases h1 : x 1 = 0
  · have h0 : x 0 ≠ 0 := fun h0 => hx (by ext i; fin_cases i <;> simp [h0, h1])
    rw [h1]
    have := mul_pos ha (pow_pos (abs_pos.mpr h0) 2)
    rw [sq_abs] at this
    linarith
  · -- complete the square after multiplying by `a`
    have h2 : 0 < x 1 ^ 2 := by positivity
    have h3 := mul_pos (sub_pos.mpr hd) h2
    refine pos_of_mul_pos_right (a := a) ?_ ha.le
    nlinarith [sq_nonneg (a * x 0 + b * x 1)]

/-- For the particular overlap matrix `S` and density matrix `P` below, with one function on each of
two atoms, rescaling the first function by ten commutes with the projector of its atom but changes
the Löwdin population of that atom from 1 to 4. -/
theorem lowdin_not_invariant_rescaling :
    let S : Matrix (Fin 2) (Fin 2) ℝ := !![2, 3; 3, 5]
    let P : Matrix (Fin 2) (Fin 2) ℝ := !![0, 0; 0, 1]
    let T : Matrix (Fin 2) (Fin 2) ℝ := !![10, 0; 0, 1]
    S.PosDef ∧ IsUnit T.det ∧
      atomProjector id (0 : Fin 2) * T = T * atomProjector id (0 : Fin 2) ∧
      lowdin id (0 : Fin 2) S P = 1 ∧
      lowdin id (0 : Fin 2) (Tᵀ * S * T) (T⁻¹ * P * (T⁻¹)ᵀ) = 4 := by
  intro S P T
  have hS : CFC.sqrt S = !![1, 1; 1, 2] := by
    refine CFC.sqrt_unique ?_ (Matrix.nonneg_iff_posSemidef.mpr
      (posDef_two (by norm_num) (by norm_num)).posSemidef)
    ext i j
    fin_cases i <;> fin_cases j <;> norm_num [S, Matrix.mul_apply, Fin.sum_univ_two]
  have hS' : CFC.sqrt (Tᵀ * S * T) = !![14, 2; 2, 1] := by
    refine CFC.sqrt_unique ?_ (Matrix.nonneg_iff_posSemidef.mpr
      (posDef_two (by norm_num) (by norm_num)).posSemidef)
    ext i j
    fin_cases i <;> fin_cases j <;> norm_num [S, T, Matrix.mul_apply, Fin.sum_univ_two]
  have hT : T⁻¹ = !![1 / 10, 0; 0, 1] := by
    apply Matrix.inv_eq_right_inv
    ext i j
    fin_cases i <;> fin_cases j <;> norm_num [T, Matrix.mul_apply, Fin.sum_univ_two]
  refine ⟨posDef_two (by norm_num) (by norm_num), ?_, ?_, ?_, ?_⟩
  · norm_num [T, Matrix.det_fin_two]
  · ext i j
    fin_cases i <;> fin_cases j <;>
      norm_num [T, atomProjector, Matrix.diagonal_mul, Matrix.mul_diagonal]
  · rw [lowdin, hS]
    norm_num [P, atomProjector, Matrix.trace_fin_two, Matrix.mul_apply, Fin.sum_univ_two,
      Matrix.diagonal_apply]
  · rw [lowdin, hS', hT]
    norm_num [P, atomProjector, Matrix.trace_fin_two, Matrix.mul_apply, Fin.sum_univ_two,
      Matrix.diagonal_apply]

end PopulationInvariance
```

The error:

```
Main.lean:80:2: error: unsolved goals
case refine_4
S : Matrix (Fin 2) (Fin 2) ℝ := !![2, 3; 3, 5]
P : Matrix (Fin 2) (Fin 2) ℝ := !![0, 0; 0, 1]
T : Matrix (Fin 2) (Fin 2) ℝ := !![10, 0; 0, 1]
hS : CFC.sqrt S = !![1, 1; 1, 2]
hS' : CFC.sqrt (Tᵀ * S * T) = !![14, 2; 2, 1]
hT : T⁻¹ = !![1 / 10, 0; 0, 1]
⊢ (14 * (![0, 0] ᵥ* !![1 / 10, 0; 0, 1]ᵀ) 0 + 2 * (![0, 1] ᵥ* !![1 / 10, 0; 0, 1]ᵀ) 0) * 14 +
      (14 * (![0, 0] ᵥ* !![1 / 10, 0; 0, 1]ᵀ) 1 + 2 * (![0, 1] ᵥ* !![1 / 10, 0; 0, 1]ᵀ) 1) * 2 =
    4
```

The error is in the last part, the population after rescaling. What is left to prove is true, since the left side comes to 2 · 2 = 4, but `norm_num` has not finished the arithmetic. It has turned part of the matrix product into row vectors times a matrix, such as `![0, 1] ᵥ* !![1 / 10, 0; 0, 1]ᵀ`, and stopped there. The transpose is still an operation on a whole matrix, and nothing `norm_num` used put its entries in plain view.

The repair works out the transpose beforehand. The new fact `hTt` says that `(T⁻¹)ᵀ` is `!![1 / 10, 0; 0, 1]`, the same matrix as `T⁻¹` because it is diagonal, and proves this entry by entry. Once it is rewritten into the goal, every matrix in the product except the projector and `P` is written out without a transpose, and the old `norm_num` call succeeds. `hTt` has to come before `hT` in the rewrite, because `hT` would also replace the `T⁻¹` inside `(T⁻¹)ᵀ` and leave `hTt` nothing to match.

Fix (accepted with no message):

```diff
@@ -78,5 +78,9 @@
     norm_num [P, atomProjector, Matrix.trace_fin_two, Matrix.mul_apply, Fin.sum_univ_two,
       Matrix.diagonal_apply]
-  · rw [lowdin, hS', hT]
+  · have hTt : (T⁻¹)ᵀ = !![1 / 10, 0; 0, 1] := by
+      rw [hT]
+      ext i j
+      fin_cases i <;> fin_cases j <;> simp [Matrix.transpose_apply]
+    rw [lowdin, hS', hTt, hT]
     norm_num [P, atomProjector, Matrix.trace_fin_two, Matrix.mul_apply, Fin.sum_univ_two,
       Matrix.diagonal_apply]
```
